# A positive coupling v makes the energy scale √(x² + v²) of a coupled pair exceed |x|

The lemma says that the energy scale √(x² + v²) of a coupled pair is strictly greater than |x| when the coupling v is positive. Mathematically, it is the inequality |x| < √(x² + v²) for real x and real v > 0; the scale is defined directly by this formula, and no Hamiltonian or eigenvalue enters. The attempt reduces the claim to a comparison of squares with `abs_lt_of_sq_lt_sq`. It then means to replace the squared scale by x² + v² using `halfGap_sq`, and to finish from v² > 0.

This version doesn't compile in Lean 4 with Mathlib:

```lean
import Mathlib

open Matrix

namespace AbsLtHalfGap

noncomputable section

/-- The energy scale `√(x² + v²)` of the coupled pair. -/
def halfGap (x v : ℝ) : ℝ := √(x ^ 2 + v ^ 2)

/-- The square of the energy scale is `x² + v²`. -/
theorem halfGap_sq (x v : ℝ) : halfGap x v ^ 2 = x ^ 2 + v ^ 2 :=
  Real.sq_sqrt (by positivity)

/-- With a coupling `v > 0`, the energy scale exceeds `|x|`. -/
theorem abs_lt_halfGap (x : ℝ) {v : ℝ} (hv : 0 < v) : |x| < halfGap x v := by
  apply abs_lt_of_sq_lt_sq _ (Real.sqrt_nonneg _)
  rw [halfGap_sq]
  linarith [pow_pos hv 2]

end

end AbsLtHalfGap
```

Messages:

```
Main.lean:19:6: error: Tactic `rewrite` failed: Did not find an occurrence of the pattern
  halfGap ?x ?v ^ 2
in the target expression
  x ^ 2 < √(x ^ 2 + v ^ 2) ^ 2

x v : ℝ
hv : 0 < v
⊢ x ^ 2 < √(x ^ 2 + v ^ 2) ^ 2
```

The message says that `rw [halfGap_sq]` looks for `halfGap ?x ?v ^ 2`, but the goal contains `√(x ^ 2 + v ^ 2) ^ 2`. The two are equal by definition, but `rw` does not unfold `halfGap` to find its pattern.

The square root comes from the `apply` line. There `Real.sqrt_nonneg _` gives the upper bound in `abs_lt_of_sq_lt_sq` the form of a square root. Lean matches this with `halfGap x v` by unfolding the definition, and the remaining goal keeps the unfolded form.

The repair first states the inequality of squares as `h`, with `halfGap x v` written out, so `rw [halfGap_sq]` finds its pattern. The `linarith` step is unchanged and only moves inside the proof of `h`. In the final `exact`, `h` fixes the bound as `halfGap x v`. `Real.sqrt_nonneg _` still serves for its nonnegativity, since Lean can unfold the definition when checking that argument, and no rewrite follows.

Fix (accepted with no message):

```diff
@@ -16,7 +16,8 @@
 /-- With a coupling `v > 0`, the energy scale exceeds `|x|`. -/
 theorem abs_lt_halfGap (x : ℝ) {v : ℝ} (hv : 0 < v) : |x| < halfGap x v := by
-  apply abs_lt_of_sq_lt_sq _ (Real.sqrt_nonneg _)
-  rw [halfGap_sq]
-  linarith [pow_pos hv 2]
+  have h : x ^ 2 < halfGap x v ^ 2 := by
+    rw [halfGap_sq]
+    linarith [pow_pos hv 2]
+  exact abs_lt_of_sq_lt_sq h (Real.sqrt_nonneg _)
 
 end
```
